# On a bipartite lattice of M sites with real hopping, the Hubbard spectra at U and −U match after N↓ → M − N↓ and E → E − U N↑

If I compare the repulsive and attractive Hubbard models at the same electron numbers, their levels generally disagree when both spins are present. Already on one site, two electrons have energy U in one model and −U in the other. I have a full set of levels for the repulsive model on a bipartite lattice and would rather not diagonalise again for the attractive one. Which sector should I look in, by how much are the energies shifted, and do the degeneracies survive?

## Exchange electrons and holes for one spin only

Keep N↑ = k, replace N↓ = l by M − l, where M is the number of sites, and subtract Uk from each energy. The degeneracy of a level within its sector is unchanged. Equal levels in sectors with different N↑ are shifted by different amounts, so for U ≠ 0 their partners no longer coincide.

Let c_ps create and a_ps annihilate an electron at site p with spin s (textbooks often write c† and c), and let n_ps = c_ps a_ps. The Hamiltonian is

H(U) = Σ_pqs t_pq c_ps a_qs + U D,  D = Σ_p n_p↑ n_p↓.

Here U is the energy of two electrons sharing a site. Signs e_p = ±1 label the two sublattices. The hopping is symmetric, and t_pq = 0 when e_p = e_q, so electrons hop only between sublattices.

For each site r, set g_r = c_r↓ + e_r a_r↓. Since c_r↓² = a_r↓² = 0 and a_r↓ c_r↓ + c_r↓ a_r↓ = 1,

g_r² = e_r,  g_r c_r↓ = e_r a_r↓ g_r,  g_r a_r↓ = e_r c_r↓ g_r.

Thus g_r is invertible. It anticommutes with the operators of every other mode. Let W be the product of all g_r and σ = (−1)^M. A spin-up operator passes M factors and acquires σ. A spin-down operator at p passes M − 1 factors with a minus sign and is exchanged by the remaining one:

W c_p↓ = −σ e_p a_p↓ W,  W a_p↓ = −σ e_p c_p↓ W.

In a product of two operators σ² = 1, so W commutes with every c_p↑ a_q↑, while

W c_p↓ a_q↓ W⁻¹ = e_p e_q a_p↓ c_q↓.

For p = q this gives n_p↓ → 1 − n_p↓. On a bond, e_p e_q = −1 and a_p↓ c_q↓ = −c_q↓ a_p↓, so the result is c_q↓ a_p↓. Because t_pq = t_qp, the summed hopping is unchanged. Also D → Σ_p n_p↑(1 − n_p↓) = N↑ − D. Therefore

W H(U) W⁻¹ = H(−U) + U N↑,

W N↑ W⁻¹ = N↑,  W N↓ W⁻¹ = M − N↓.

If v has energy E and numbers k, l, then Wv is an eigenvector of H(−U) with energy E − Uk and numbers k, M − l. Invertibility gives the converse and equal dimensions. In your one-site example, the level U at k = l = 1 becomes the level 0 at k = 1, l = 0.

For exact diagonalisation of a finite bipartite Hubbard lattice, one set of sector spectra therefore serves both signs of U.

## What the Lean statements say

`Λ` is the set of sites, `Fintype.card Λ` is M, and `V` is a complex vector space carrying operators that satisfy `IsCAR`. `IsBipartite` holds the conditions on e and t; it also forces t_pp = 0, so there are no site energies. `sectorSpace` is the joint eigenspace of H, N↑ and N↓.

`spectral_duality` says that one such space contains a nonzero vector exactly when its partner does. `degeneracy_duality` equates their dimensions when `V` is finite-dimensional. The labels k and l are complex numbers, so M − l is ordinary subtraction.

No inner product is used: `a` is not assumed to be the adjoint of `c`, and t may be complex but must be symmetric. Real symmetric hopping is the usual physical case; a Hermitian hopping matrix with non-real entries is never symmetric, so the theorems do not cover it. That a given material reduces to this one-band model with purely on-site interaction is a separate physical approximation.

`car_witness` realises the operators on the exterior algebra, by wedge product and contraction. `bipartite_witness` supplies a two-site bond.

## How the operator W is built in Lean

`mode_flip` proves the three identities for g_r. `exists_partial_flip` builds W by induction over a finite set of sites, multiplying by one g_r at a time and replacing σ by −σ. `comp_rule` composes the exchange relations, and `pair_rule` moves W past a product of two operators.

`exists_particle_hole` takes the set of all sites. Its case split on `e p = e q` separates pairs on the same sublattice, where the hopping vanishes, from pairs on opposite sublattices. `Finset.sum_comm` swaps the two site sums, and the symmetry of t then lets them be matched term by term. The results are the three relations for H, N↑ and N↓.

`exists_sector_equiv` turns W into a linear equivalence that serves all U, E, k and l, and checks both directions on vectors. `spectral_duality` transports a nonzero vector through it; `degeneracy_duality` writes one sector as the preimage of the other and compares dimensions.

```lean
import Mathlib

open Module

namespace HubbardSpectralDuality

noncomputable section

/-- The two spin directions of an electron. -/
inductive Spin
  | up
  | down
  deriving DecidableEq

open Spin

variable {Λ V : Type*} [DecidableEq Λ] [AddCommGroup V] [Module ℂ V]

/-- The canonical anticommutation relations for creators `c p s` and annihilators `a p s`
at site `p` with spin `s`. -/
structure IsCAR (c a : Λ → Spin → End ℂ V) : Prop where
  cc : ∀ p s q r, c p s * c q r + c q r * c p s = 0
  aa : ∀ p s q r, a p s * a q r + a q r * a p s = 0
  ac : ∀ p s q r, a p s * c q r + c q r * a p s = if p = q ∧ s = r then 1 else 0

/-- Symmetric hopping amplitudes `t` that vanish between sites of equal sign `e`. -/
structure IsBipartite (e : Λ → ℂ) (t : Matrix Λ Λ ℂ) : Prop where
  sign : ∀ p, e p = 1 ∨ e p = -1
  symm : ∀ p q, t p q = t q p
  hop : ∀ p q, e p = e q → t p q = 0

/-- Fock space for finite `Λ`: the exterior algebra over the spin orbitals. -/
abbrev Fock (Λ : Type*) := ExteriorAlgebra ℂ (Λ × Spin → ℂ)

/-- Creation on Fock space: the wedge product with a spin orbital. -/
def fockCreate (p : Λ) (s : Spin) : End ℂ (Fock Λ) :=
  LinearMap.mulLeft ℂ (ExteriorAlgebra.ι ℂ (Pi.single (p, s) (1 : ℂ) : Λ × Spin → ℂ))

/-- Annihilation on Fock space: the contraction with a spin orbital. -/
def fockAnnihilate (p : Λ) (s : Spin) : End ℂ (Fock Λ) :=
  CliffordAlgebra.contractLeft (LinearMap.proj (p, s))

/-- Wedge product and contraction on the nonzero Fock space satisfy the canonical
anticommutation relations. -/
theorem car_witness :
    Nontrivial (Fock Λ) ∧ IsCAR (fockCreate (Λ := Λ)) fockAnnihilate := by
  refine ⟨inferInstance, ⟨fun p s q r => LinearMap.ext fun x => ?_,
    fun p s q r => LinearMap.ext fun x => ?_, fun p s q r => LinearMap.ext fun x => ?_⟩⟩
  · change ExteriorAlgebra.ι ℂ _ * (ExteriorAlgebra.ι ℂ _ * x)
      + ExteriorAlgebra.ι ℂ _ * (ExteriorAlgebra.ι ℂ _ * x) = 0
    rw [← mul_assoc, ← mul_assoc, ← add_mul, ExteriorAlgebra.ι_add_mul_swap, zero_mul]
  · change CliffordAlgebra.contractLeft _ (CliffordAlgebra.contractLeft _ x)
      + CliffordAlgebra.contractLeft _ (CliffordAlgebra.contractLeft _ x) = 0
    exact add_eq_zero_iff_eq_neg.mpr (by apply CliffordAlgebra.contractLeft_comm)
  · change CliffordAlgebra.contractLeft (LinearMap.proj (p, s))
      (CliffordAlgebra.ι 0 (Pi.single (q, r) (1 : ℂ) : Λ × Spin → ℂ) * x)
      + CliffordAlgebra.ι 0 (Pi.single (q, r) (1 : ℂ) : Λ × Spin → ℂ)
        * CliffordAlgebra.contractLeft (LinearMap.proj (p, s)) x = _
    rw [CliffordAlgebra.contractLeft_ι_mul, sub_add_cancel]
    by_cases h : p = q ∧ s = r
    · obtain ⟨rfl, rfl⟩ := h
      simp
    · have hne : (p, s) ≠ (q, r) := fun h' => h (Prod.mk.inj h')
      rw [if_neg h, LinearMap.proj_apply, Pi.single_eq_of_ne hne, zero_smul,
        LinearMap.zero_apply]

/-- Two sites of opposite sign joined by a bond of unit amplitude are bipartite. -/
theorem bipartite_witness : IsBipartite ![1, -1] !![0, 1; 1, 0] := by
  refine ⟨fun p => ?_, fun p q => ?_, fun p q => ?_⟩
  · fin_cases p <;> simp
  · fin_cases p <;> fin_cases q <;> simp
  · fin_cases p <;> fin_cases q <;> norm_num

/-- For one fermionic mode and a sign `e`, the operator `c + e a` squares to `e` and
exchanges `c` with `e a`. -/
theorem mode_flip {A : Type*} [Ring A] [Algebra ℂ A] {c a : A} {e : ℂ}
    (hc : c * c + c * c = 0) (ha : a * a + a * a = 0) (h : a * c + c * a = 1)
    (he : e * e = 1) :
    (c + e • a) * (c + e • a) = e • (1 : A) ∧ (c + e • a) * c = e • (a * (c + e • a)) ∧
      (c + e • a) * a = e • (c * (c + e • a)) := by
  have hcc : c * c = 0 := by linear_combination (norm := module) (1 / 2 : ℂ) • hc
  have haa : a * a = 0 := by linear_combination (norm := module) (1 / 2 : ℂ) • ha
  refine ⟨?_, ?_, ?_⟩ <;> simp only [add_mul, mul_add, smul_mul_assoc, mul_smul_comm, hcc, haa,
    smul_zero, add_zero, zero_add, smul_smul, he, one_smul]
  linear_combination (norm := module) e • h

private theorem comp_rule {A : Type*} [Ring A] [Algebra ℂ A] {g W X Y Z : A} {α β γ : ℂ}
    (h1 : W * X = α • (Y * W)) (h2 : g * Y = β • (Z * g)) (h : α * β = γ) :
    g * W * X = γ • (Z * (g * W)) := by
  rw [mul_assoc g W X, h1, mul_smul_comm, ← mul_assoc g Y W, h2, smul_mul_assoc, smul_smul, h,
    mul_assoc Z g W]

private theorem pair_rule {A : Type*} [Ring A] [Algebra ℂ A] {W X X' Y Y' : A} {α β γ : ℂ}
    (h1 : W * X = α • (X' * W)) (h2 : W * Y = β • (Y' * W)) (h : α * β = γ) :
    W * (X * Y) = γ • (X' * Y' * W) := by
  rw [← mul_assoc W X Y, h1, smul_mul_assoc, mul_assoc X' W Y, h2, mul_smul_comm, smul_smul, h,
    ← mul_assoc X' Y' W]

/-- For signs `e` and any finite set of sites, an invertible operator exchanges spin-down
creators and annihilators on that set and fixes all other modes, up to signs. -/
theorem exists_partial_flip {c a : Λ → Spin → End ℂ V} {e : Λ → ℂ} (h : IsCAR c a)
    (he : ∀ p, e p * e p = 1) (s : Finset Λ) :
    ∃ (W : (End ℂ V)ˣ) (σ : ℂ), σ * σ = 1 ∧
      (∀ p, W.val * c p up = σ • (c p up * W.val) ∧ W.val * a p up = σ • (a p up * W.val)) ∧
      (∀ p, p ∉ s → W.val * c p down = σ • (c p down * W.val) ∧
        W.val * a p down = σ • (a p down * W.val)) ∧
      (∀ p, p ∈ s → W.val * c p down = (-σ * e p) • (a p down * W.val) ∧
        W.val * a p down = (-σ * e p) • (c p down * W.val)) := by
  induction s using Finset.induction_on with
  | empty => exact ⟨1, 1, by norm_num, fun p => by simp, fun p _ => by simp,
      fun p hp => by simp at hp⟩
  | insert r s hr ih =>
    obtain ⟨W, σ, hσ, hu, ho, hi⟩ := ih
    obtain ⟨gg, gc, ga⟩ := mode_flip (h.cc r down r down) (h.aa r down r down)
      (by rw [h.ac, if_pos ⟨rfl, rfl⟩]) (he r)
    obtain ⟨g, hg⟩ : ∃ g, g = c r down + e r • a r down := ⟨_, rfl⟩
    rw [← hg] at gg gc ga
    -- the flip at site r anticommutes with every other mode
    have anti : ∀ x, c r down * x + x * c r down = 0 → a r down * x + x * a r down = 0 →
        g * x = (-1 : ℂ) • (x * g) := by
      intro x h1 h2
      rw [hg, add_mul, mul_add, smul_mul_assoc, mul_smul_comm]
      linear_combination (norm := module) h1 + e r • h2
    have antiC : ∀ p s, ¬(p = r ∧ s = down) → g * c p s = (-1 : ℂ) • (c p s * g) :=
      fun p s hn => anti _ (h.cc _ _ _ _)
        (by rw [h.ac, if_neg (fun h' => hn ⟨h'.1.symm, h'.2.symm⟩)])
    have antiA : ∀ p s, ¬(p = r ∧ s = down) → g * a p s = (-1 : ℂ) • (a p s * g) :=
      fun p s hn => anti _ (by rw [add_comm, h.ac, if_neg hn]) (h.aa _ _ _ _)
    obtain ⟨G, hG⟩ : ∃ G : (End ℂ V)ˣ, G.val = g :=
      ⟨⟨g, e r • g, by rw [mul_smul_comm, gg, smul_smul, he, one_smul],
        by rw [smul_mul_assoc, gg, smul_smul, he, one_smul]⟩, rfl⟩
    refine ⟨G * W, -σ, by linear_combination hσ, ?_, ?_, ?_⟩ <;> simp only [Units.val_mul, hG]
    · intro p
      exact ⟨comp_rule (hu p).1 (antiC p up (by simp)) (by ring),
        comp_rule (hu p).2 (antiA p up (by simp)) (by ring)⟩
    · intro p hp
      have hpr : ¬(p = r ∧ down = down) := fun h' => hp (Finset.mem_insert.mpr (Or.inl h'.1))
      have hps : p ∉ s := fun h' => hp (Finset.mem_insert_of_mem h')
      exact ⟨comp_rule (ho p hps).1 (antiC p down hpr) (by ring),
        comp_rule (ho p hps).2 (antiA p down hpr) (by ring)⟩
    · intro p hp
      rcases Finset.mem_insert.mp hp with hpr | hps
      · rw [hpr]
        exact ⟨comp_rule (ho r hr).1 gc (by ring), comp_rule (ho r hr).2 ga (by ring)⟩
      · have hpr : ¬(p = r ∧ down = down) := fun h' => hr (h'.1 ▸ hps)
        exact ⟨comp_rule (hi p hps).1 (antiA p down hpr) (by ring),
          comp_rule (hi p hps).2 (antiC p down hpr) (by ring)⟩

variable [Fintype Λ]

/-- The number of electrons with spin `s`. -/
def number (c a : Λ → Spin → End ℂ V) (s : Spin) : End ℂ V := ∑ p, c p s * a p s

/-- The hopping operator of the electrons with spin `s`. -/
def hopping (c a : Λ → Spin → End ℂ V) (t : Matrix Λ Λ ℂ) (s : Spin) : End ℂ V :=
  ∑ p, ∑ q, t p q • (c p s * a q s)

/-- The number of doubly occupied sites. -/
def doubleOcc (c a : Λ → Spin → End ℂ V) : End ℂ V :=
  ∑ p, c p up * a p up * (c p down * a p down)

/-- The Hubbard Hamiltonian with hopping `t` and on-site interaction `U`. -/
def hubbard (c a : Λ → Spin → End ℂ V) (t : Matrix Λ Λ ℂ) (U : ℂ) : End ℂ V :=
  hopping c a t up + hopping c a t down + U • doubleOcc c a

/-- The states with energy `E`, `k` spin-up electrons and `l` spin-down electrons. -/
def sectorSpace (c a : Λ → Spin → End ℂ V) (t : Matrix Λ Λ ℂ) (U E k l : ℂ) : Submodule ℂ V :=
  End.eigenspace (hubbard c a t U) E ⊓ End.eigenspace (number c a up) k ⊓
    End.eigenspace (number c a down) l

variable {c a : Λ → Spin → End ℂ V} {e : Λ → ℂ} {t : Matrix Λ Λ ℂ}

/-- For bipartite hopping, an invertible operator carries `H(U)` to `H(-U) + U N_up`, keeps
`N_up`, and carries `N_down` to the number of sites minus `N_down`. -/
theorem exists_particle_hole (h : IsCAR c a) (hb : IsBipartite e t) :
    ∃ W : (End ℂ V)ˣ, ∀ U : ℂ,
      W.val * hubbard c a t U = (hubbard c a t (-U) + U • number c a up) * W.val ∧
      W.val * number c a up = number c a up * W.val ∧
      W.val * number c a down =
        ((Fintype.card Λ : ℂ) • (1 : End ℂ V) - number c a down) * W.val := by
  have he : ∀ p, e p * e p = 1 := fun p => by rcases hb.sign p with h1 | h1 <;> simp [h1]
  obtain ⟨W, σ, hσ, hu, -, hi⟩ := exists_partial_flip h he Finset.univ
  have bu : ∀ p q, W.val * (c p up * a q up) = c p up * a q up * W.val := fun p q =>
    (pair_rule (hu p).1 (hu q).2 hσ).trans (one_smul _ _)
  have bd : ∀ p q, W.val * (c p down * a q down) =
      (e p * e q) • (a p down * c q down * W.val) := fun p q =>
    pair_rule (hi p (Finset.mem_univ p)).1 (hi q (Finset.mem_univ q)).2
      (by linear_combination (e p * e q) * hσ)
  -- spin-down occupation becomes spin-down vacancy
  have nd : ∀ p, W.val * (c p down * a p down) = (1 - c p down * a p down) * W.val := by
    intro p
    have h1 : a p down * c p down = 1 - c p down * a p down :=
      eq_sub_of_add_eq (by rw [h.ac, if_pos ⟨rfl, rfl⟩])
    rw [bd, he, one_smul, h1]
  -- on a bond the sign of e cancels the sign from reordering
  have hd : ∀ p q, t q p • (W.val * (c q down * a p down)) =
      t p q • (c p down * a q down * W.val) := by
    intro p q
    rw [bd q p, hb.symm q p]
    by_cases hpq : e p = e q
    · rw [hb.hop p q hpq, zero_smul, zero_smul]
    · have hne : q ≠ p := fun h' => hpq (by rw [h'])
      have hs : e q * e p = -1 := by
        rcases hb.sign p with h1 | h1 <;> rcases hb.sign q with h2 | h2
        · exact absurd (h1.trans h2.symm) hpq
        · rw [h1, h2]; norm_num
        · rw [h1, h2]; norm_num
        · exact absurd (h1.trans h2.symm) hpq
      have ha : a q down * c p down = -(c p down * a q down) :=
        eq_neg_of_add_eq_zero_left (by rw [h.ac, if_neg (fun h' => hne h'.1)])
      rw [hs, ha, neg_mul, neg_smul, one_smul, neg_neg]
  have hTu : W.val * hopping c a t up = hopping c a t up * W.val := by
    simp only [hopping, Finset.mul_sum, Finset.sum_mul, mul_smul_comm, smul_mul_assoc, bu]
  have hTd : W.val * hopping c a t down = hopping c a t down * W.val := by
    simp only [hopping, Finset.mul_sum, Finset.sum_mul, mul_smul_comm, smul_mul_assoc]
    rw [Finset.sum_comm]
    exact Finset.sum_congr rfl fun p _ => Finset.sum_congr rfl fun q _ => hd p q
  have hD : W.val * doubleOcc c a = (number c a up - doubleOcc c a) * W.val := by
    simp only [number, doubleOcc, Finset.mul_sum]
    rw [← Finset.sum_sub_distrib, Finset.sum_mul]
    refine Finset.sum_congr rfl fun p _ => ?_
    rw [← mul_assoc W.val, bu, mul_assoc _ W.val, nd]
    noncomm_ring
  refine ⟨W, fun U => ⟨?_, ?_, ?_⟩⟩
  · unfold hubbard
    rw [mul_add, mul_add, mul_smul_comm, hTu, hTd, hD]
    simp only [add_mul, sub_mul, smul_mul_assoc]
    module
  · simp only [number, Finset.mul_sum, Finset.sum_mul, bu]
  · simp only [number, Finset.mul_sum, nd, sub_mul, one_mul, Finset.sum_sub_distrib,
      Finset.sum_const, Finset.card_univ, smul_mul_assoc, Finset.sum_mul,
      Nat.cast_smul_eq_nsmul]

/-- For bipartite hopping, one invertible linear map identifies each sector eigenspace of `H(U)`
with the one of `H(-U)` at energy `E - U k` and `M - l` spin-down electrons on `M` sites. -/
theorem exists_sector_equiv (h : IsCAR c a) (hb : IsBipartite e t) :
    ∃ f : V ≃ₗ[ℂ] V, ∀ U E k l v, v ∈ sectorSpace c a t U E k l ↔
      f v ∈ sectorSpace c a t (-U) (E - U * k) k (Fintype.card Λ - l) := by
  obtain ⟨W, hW⟩ := exists_particle_hole h hb
  obtain ⟨f, hf⟩ : ∃ f : V ≃ₗ[ℂ] V, ∀ v, f v = W.val v :=
    ⟨LinearEquiv.ofLinearMap W.val W⁻¹.val W.mul_inv W.inv_mul, fun _ => rfl⟩
  refine ⟨f, fun U E k l v => ?_⟩
  have eH : f (hubbard c a t U v) =
      hubbard c a t (-U) (f v) + U • number c a up (f v) := by
    simp only [hf]
    exact LinearMap.congr_fun (hW U).1 v
  have eU : f (number c a up v) = number c a up (f v) := by
    simp only [hf]
    exact LinearMap.congr_fun (hW U).2.1 v
  have eD : f (number c a down v) =
      (Fintype.card Λ : ℂ) • f v - number c a down (f v) := by
    simp only [hf]
    exact LinearMap.congr_fun (hW U).2.2 v
  simp only [sectorSpace, Submodule.mem_inf, End.mem_eigenspace_iff]
  constructor
  · rintro ⟨⟨h1, h2⟩, h3⟩
    rw [h2, map_smul] at eU
    rw [h1, map_smul, ← eU] at eH
    rw [h3, map_smul] at eD
    refine ⟨⟨?_, eU.symm⟩, ?_⟩
    · linear_combination (norm := module) (-1 : ℂ) • eH
    · linear_combination (norm := module) eD
  · rintro ⟨⟨h1, h2⟩, h3⟩
    refine ⟨⟨f.injective ?_, f.injective ?_⟩, f.injective ?_⟩
    · rw [eH, h1, h2, map_smul]
      module
    · rw [eU, h2, map_smul]
    · rw [eD, h3, map_smul]
      module

/-- Attractive-repulsive duality for bipartite hopping on `M` sites: `E` is an eigenvalue of
`H(U)` with `N_up = k`, `N_down = l` if and only if `E - U k` is an eigenvalue of `H(-U)` with
`N_up = k`, `N_down = M - l`. -/
theorem spectral_duality (h : IsCAR c a) (hb : IsBipartite e t) (U E k l : ℂ) :
    (∃ v ∈ sectorSpace c a t U E k l, v ≠ 0) ↔
      ∃ v ∈ sectorSpace c a t (-U) (E - U * k) k (Fintype.card Λ - l), v ≠ 0 := by
  obtain ⟨f, hf⟩ := exists_sector_equiv h hb
  constructor
  · rintro ⟨v, hv, h0⟩
    exact ⟨f v, (hf U E k l v).1 hv, fun h' => h0 (f.injective (by rw [h', map_zero]))⟩
  · rintro ⟨w, hw, h0⟩
    refine ⟨f.symm w, (hf U E k l _).2 (by rw [f.apply_symm_apply]; exact hw), fun h' => h0 ?_⟩
    rw [← f.apply_symm_apply w, h', map_zero]

/-- For bipartite hopping and a finite-dimensional state space, the dual energy levels have the
same degeneracy. -/
theorem degeneracy_duality [FiniteDimensional ℂ V] (h : IsCAR c a) (hb : IsBipartite e t)
    (U E k l : ℂ) :
    finrank ℂ (sectorSpace c a t U E k l) =
      finrank ℂ (sectorSpace c a t (-U) (E - U * k) k (Fintype.card Λ - l)) := by
  obtain ⟨f, hf⟩ := exists_sector_equiv h hb
  have hs : sectorSpace c a t U E k l =
      (sectorSpace c a t (-U) (E - U * k) k (Fintype.card Λ - l)).comap f.toLinearMap :=
    Submodule.ext fun v => hf U E k l v
  rw [hs]
  exact (f.ofSubmodule' _).finrank_eq

end

end HubbardSpectralDuality
```

```lean
#print axioms HubbardSpectralDuality.spectral_duality
#print axioms HubbardSpectralDuality.degeneracy_duality
```

```
'HubbardSpectralDuality.spectral_duality' depends on axioms: [propext, Classical.choice, Quot.sound]
'HubbardSpectralDuality.degeneracy_duality' depends on axioms: [propext, Classical.choice, Quot.sound]
```
